# In a finite-dimensional quantum model with a time-independent Hamiltonian, an excitation probability that vanishes throughout a time interval vanishes at all times

## States, observables and the acceptor population

Let n be a finite set that labels an orthonormal basis. For resonance energy transfer the basis states may be products of donor states, acceptor states and photon-number states of finitely many field modes, with the photon numbers truncated. The Hamiltonian H and the observable O are complex n × n matrices, H does not depend on time, and the initial state is a vector ψ with components ψ_i.

```lean
import Mathlib

open Matrix Filter Topology
open scoped Matrix.Norms.Operator

namespace NoExactArrivalTime

noncomputable section

variable {n : Type*} [Fintype n] [DecidableEq n]
```

In units with ħ = 1, the state at real time t is

ψ(t) = exp(−iHt) ψ.

This is `evolve H ψ t`, with the matrix exponential written out and applied to the vector. In a program it is one call to a matrix exponential followed by a matrix-vector product.

```lean
/-- The state `exp(-iHt) ψ` at time `t`, in units with `ħ = 1`. -/
def evolve (H : Matrix n n ℂ) (ψ : n → ℂ) (t : ℝ) : n → ℂ :=
  NormedSpace.exp (t • (-Complex.I • H)) *ᵥ ψ
```

When ψ(t) has norm 1, the expectation value of O is

⟨O⟩(t) = Σ_i ψ_i(t)* Σ_j O_ij ψ_j(t).

For any other nonzero ψ(t), this sum is the expectation value times ⟨ψ(t), ψ(t)⟩, and the text keeps the name for it. It is complex-valued in Lean because O may be any matrix; for Hermitian O its value is real.

```lean
/-- The form `⟨ψ(t), O ψ(t)⟩` in the state evolved to time `t`. It is the expectation value of `O`
when `ψ(t)` has norm 1. -/
def expectation (H O : Matrix n n ℂ) (ψ : n → ℂ) (t : ℝ) : ℂ :=
  star (evolve H ψ t) ⬝ᵥ (O *ᵥ evolve H ψ t)
```

Let S be the set of basis states in which the acceptor is excited. The acceptor excitation probability is

P(t) = Σ_{i∈S} |ψ_i(t)|².

In code, this is the sum of the squared moduli over a list of indices. It is a probability when H is Hermitian and ψ has norm 1. For any other nonzero ψ and Hermitian H, the probability is P(t)/⟨ψ,ψ⟩, which has the same zeros.

```lean
/-- The sum of `|ψ_i(t)|²` over the basis states `i` in `S`. For Hermitian `H` and `ψ` of norm 1 it
is the probability of finding the system at time `t` in one of these states. -/
def excitationProb (H : Matrix n n ℂ) (ψ : n → ℂ) (S : Finset n) (t : ℝ) : ℝ :=
  ∑ i ∈ S, Complex.normSq (evolve H ψ t i)
```

A single amplitude depends linearly on the evolution matrix: the map M ↦ (Mψ)_i respects sums and real multiples. Recording this map separately lets analyticity and derivatives pass from the exponential to the amplitudes.

```lean
/-- The component of `M ψ` along basis state `i`, as a linear function of the matrix `M`. -/
def component (ψ : n → ℂ) (i : n) : Matrix n n ℂ →ₗ[ℝ] ℂ where
  toFun M := (M *ᵥ ψ) i
  map_add' M N := by simp [Matrix.add_mulVec]
  map_smul' c M := by simp [Matrix.smul_mulVec]
```

## Hermiticity and the norm

Put A = −iHt. If H† = H, then A† = iHt = −A. Since −A and A commute,

exp(A)† exp(A) = exp(−A) exp(A) = exp(0) = 1,

and therefore ⟨ψ(t), ψ(t)⟩ = ⟨ψ, exp(A)† exp(A) ψ⟩ = ⟨ψ, ψ⟩. In the proof, `hA` is the first identity and `hU` the second.

```lean
/-- For a Hermitian Hamiltonian the evolution conserves the squared norm of the state. -/
theorem norm_conserved {H : Matrix n n ℂ} (hH : H.IsHermitian) (ψ : n → ℂ) (t : ℝ) :
    star (evolve H ψ t) ⬝ᵥ evolve H ψ t = star ψ ⬝ᵥ ψ := by
  -- the generator is anti-Hermitian, so its exponential is unitary
  have hA : (t • (-Complex.I • H))ᴴ = -(t • (-Complex.I • H)) := by
    simp [Matrix.conjTranspose_smul, hH.eq]
  have hcomm : Commute (-(t • (-Complex.I • H))) (t • (-Complex.I • H)) :=
    (Commute.refl (t • (-Complex.I • H))).neg_left
  have hU : (NormedSpace.exp (t • (-Complex.I • H)))ᴴ
      * NormedSpace.exp (t • (-Complex.I • H)) = 1 := by
    rw [← Matrix.exp_conjTranspose, hA,
      ← Matrix.exp_add_of_commute _ _ hcomm,
      neg_add_cancel, NormedSpace.exp_zero]
  unfold evolve
  rw [Matrix.star_mulVec, Matrix.dotProduct_mulVec, Matrix.vecMul_vecMul, hU,
    Matrix.vecMul_one]
```

This is the only theorem here that assumes Hermiticity. Apart from the dimer example at the end, the others also apply to an effective Hamiltonian with a loss term, where P(t) is a population in a state whose norm may decay.

## Analyticity in time

The exponential series gives

ψ_i(t) = Σ_k (−it)^k (H^k ψ)_i / k!,

which converges for every t because H is a finite matrix. Each amplitude is therefore real-analytic. Lean reaches the same conclusion by composition: t ↦ −iHt is analytic (`h1`), the exponential is analytic (`h2`), and taking a component is continuous and linear.

```lean
/-- Every amplitude of the evolved state is a real-analytic function of time. -/
theorem amplitude_analytic (H : Matrix n n ℂ) (ψ : n → ℂ) (i : n) (t : ℝ) :
    AnalyticAt ℝ (fun s => evolve H ψ s i) t := by
  have h1 : AnalyticAt ℝ (fun s : ℝ => s • (-Complex.I • H)) t :=
    analyticAt_id.smul analyticAt_const
  have h2 : AnalyticAt ℝ (fun M : Matrix n n ℂ => NormedSpace.exp M)
      (t • (-Complex.I • H)) := NormedSpace.exp_analytic _
  have h3 := h2.comp_of_eq h1 rfl
  exact ((component ψ i).toContinuousLinearMap.analyticAt _).comp_of_eq h3 rfl
```

Complex conjugation is real-linear, so ψ_i(t)* is also analytic in the real variable t. The expectation value is a finite sum of products of such functions with constants O_ij, and is analytic too.

```lean
/-- Every expectation value is a real-analytic function of time. -/
theorem expectation_analytic (H O : Matrix n n ℂ) (ψ : n → ℂ) (t : ℝ) :
    AnalyticAt ℝ (expectation H O ψ) t := by
  have hc (i : n) : AnalyticAt ℝ (fun s => star (evolve H ψ s i)) t :=
    (Complex.conjCLE.toContinuousLinearMap.analyticAt _).comp_of_eq
      (amplitude_analytic H ψ i t) rfl
  have h : AnalyticAt ℝ (fun s => ∑ i, star (evolve H ψ s i) *
      ∑ j, O i j * evolve H ψ s j) t :=
    Finset.analyticAt_fun_sum _ fun i _ => (hc i).mul
      (Finset.analyticAt_fun_sum _ fun j _ =>
        analyticAt_const.mul (amplitude_analytic H ψ j t))
  exact h
```

## From accumulating zeros to all times

Write f(t) = ⟨O⟩(t), and suppose that every neighbourhood of t₀ contains a zero of f other than t₀ itself. If some Taylor coefficient of f at t₀ were nonzero, and m were the order of the first such coefficient, then near t₀

f(t) = (t − t₀)^m g(t), with g continuous and g(t₀) ≠ 0.

Then f would have no zeros close to t₀ except possibly t₀, a contradiction. So all the coefficients vanish and f is zero on a neighbourhood of t₀.

Now consider the set of times around which f vanishes identically. It is open by definition. It is closed because a limit of such times is again an accumulation point of zeros, to which the same argument applies. It contains t₀, and the real line is connected, so it is the whole line.

The hypothesis `∃ᶠ t in 𝓝[≠] t₀` expresses the accumulation of zeros, and Mathlib's identity theorem supplies the argument just given.

```lean
/-- If the zeros of an expectation value accumulate at some time `t₀`, the expectation value
vanishes at all times. -/
theorem expectation_zero_of_accumulation (H O : Matrix n n ℂ) (ψ : n → ℂ) {t₀ : ℝ}
    (h : ∃ᶠ t in 𝓝[≠] t₀, expectation H O ψ t = 0) (t : ℝ) :
    expectation H O ψ t = 0 := by
  have hf : AnalyticOnNhd ℝ (expectation H O ψ) Set.univ :=
    fun s _ => expectation_analytic H O ψ s
  exact hf.eqOn_zero_of_preconnected_of_frequently_eq_zero isPreconnected_univ
    (Set.mem_univ t₀) h (Set.mem_univ t)
```

If f vanishes for all a < t < b, choose c with a < c < b. Every time sufficiently near c is a zero, so zeros accumulate at c and f vanishes everywhere.

```lean
/-- An expectation value that vanishes throughout a nonempty open time interval vanishes at
every real time. This holds for all matrices `H` and `O`, Hermitian ones included. -/
theorem expectation_zero_of_interval (H O : Matrix n n ℂ) (ψ : n → ℂ) {a b : ℝ}
    (hab : a < b) (h : ∀ t ∈ Set.Ioo a b, expectation H O ψ t = 0) (t : ℝ) :
    expectation H O ψ t = 0 := by
  obtain ⟨c, hc⟩ := exists_between hab
  have hev : ∀ᶠ s in 𝓝 c, expectation H O ψ s = 0 := by
    filter_upwards [Ioo_mem_nhds hc.1 hc.2] with s hs using h s hs
  exact expectation_zero_of_accumulation H O ψ
    (hev.filter_mono nhdsWithin_le_nhds).frequently t
```

The hypothesis concerns a whole interval, not a time grid. Zeros at finitely many output times of a simulation do not satisfy it, however fine the grid.

## No exact arrival time

Let Π be the diagonal matrix with entry 1 for basis states in S and 0 for the others. Then

⟨ψ(t), Π ψ(t)⟩ = Σ_{i∈S} ψ_i(t)* ψ_i(t) = P(t),

so the result for expectation values applies to the excitation probability.

```lean
/-- The excitation probability is the expectation value of the projector onto the states
in which the acceptor is excited. -/
theorem excitationProb_eq_expectation (H : Matrix n n ℂ) (ψ : n → ℂ) (S : Finset n) (t : ℝ) :
    (excitationProb H ψ S t : ℂ) =
      expectation H (Matrix.diagonal fun i => if i ∈ S then 1 else 0) ψ t := by
  simp [excitationProb, expectation, dotProduct, Matrix.mulVec_diagonal,
    Complex.normSq_eq_conj_mul_self, Finset.sum_ite_mem]
```

Suppose that P(t) = 0 for 0 ≤ t < T with T > 0, and that P(t) ≠ 0 at some t ≥ T. The first condition makes P vanish on the open interval (0, T), hence at every time, which contradicts the second.

```lean
/-- There is no `T > 0` such that the excitation probability is exactly zero for all `0 ≤ t < T` and
nonzero at some `t ≥ T`. -/
theorem no_exact_arrival_time (H : Matrix n n ℂ) (ψ : n → ℂ) (S : Finset n) :
    ¬ ∃ T > 0, (∀ t ∈ Set.Ico 0 T, excitationProb H ψ S t = 0) ∧
      ∃ t ≥ T, excitationProb H ψ S t ≠ 0 := by
  rintro ⟨T, hT, h0, t, -, ht⟩
  apply ht
  have h := expectation_zero_of_interval H
    (Matrix.diagonal fun i => if i ∈ S then 1 else 0) ψ hT (fun s hs => by
      rw [← excitationProb_eq_expectation, h0 s ⟨hs.1.le, hs.2⟩, Complex.ofReal_zero]) t
  rw [← excitationProb_eq_expectation] at h
  exact_mod_cast h
```

For a donor and an acceptor at distance R, this means that a model with finitely many basis states and a time-independent H cannot give an acceptor population that is exactly zero until R/c, with c the speed of light, and nonzero later. The theorem sets no lower bound on the early population, so it is compatible with one that is very small before R/c. It makes no statement about a field with a continuum of modes or an infinite-dimensional state space.

In a simulation, an arrival time read from such a model therefore depends on a convention. One choice is the first time at which P reaches a chosen ε > 0, and ε should then be reported with it. Zeros printed at early output times and followed by nonzero values do not show that P vanished throughout the time between them. They can be genuine isolated zeros, such as one at t = 0, or come from rounding, underflow, the output format or the truncation error of the time-stepping method.

## Direct coupling makes the zeros isolated

Differentiating the exponential at t = 0 gives

dψ_i/dt (0) = −i (Hψ)_i.

Lean first obtains the derivative of the matrix exponential and then applies the component map. In a program, the difference quotient (ψ_i(δ) − ψ_i(0))/δ for a small time step δ can be compared with this value to test the sign and units of the propagator.

```lean
/-- The initial rate of change of the amplitude of basis state `i` is `-i (Hψ)_i`. -/
theorem amplitude_deriv_zero (H : Matrix n n ℂ) (ψ : n → ℂ) (i : n) :
    HasDerivAt (fun t => evolve H ψ t i) (-Complex.I * (H *ᵥ ψ) i) 0 := by
  have h := hasDerivAt_exp_smul_const (-Complex.I • H) (0 : ℝ)
  have h2 := (component ψ i).toContinuousLinearMap.hasFDerivAt.comp_hasDerivAt (0 : ℝ) h
  refine HasDerivAt.congr_deriv h2 ?_
  change ((NormedSpace.exp ((0 : ℝ) • (-Complex.I • H)) * (-Complex.I • H)) *ᵥ ψ) i = _
  rw [zero_smul, NormedSpace.exp_zero, one_mul, Matrix.smul_mulVec, Pi.smul_apply,
    smul_eq_mul]
```

Assume now that (Hψ)_i ≠ 0 for some i in S. When ψ_i = 0, this says that H couples the initial state directly to an excited-acceptor state. Fix any time t₀ and suppose that every neighbourhood of t₀ contains a time other than t₀ at which P is not positive. Since P ≥ 0, its zeros then accumulate at t₀, so P vanishes at all times. A sum of nonnegative terms is zero only if each term is, hence ψ_i(t) = 0 for all t. Its derivative at t = 0 is then zero, so −i(Hψ)_i = 0, contrary to the assumption.

```lean
/-- If `(Hψ)_i ≠ 0` for some basis state `i` in `S`, then around any time `t₀` the excitation
probability is positive at all nearby times other than `t₀`. -/
theorem excited_near_every_time (H : Matrix n n ℂ) (ψ : n → ℂ) (S : Finset n) {i : n}
    (hi : i ∈ S) (hc : (H *ᵥ ψ) i ≠ 0) (t₀ : ℝ) :
    ∀ᶠ t in 𝓝[≠] t₀, 0 < excitationProb H ψ S t := by
  by_contra hn
  have hnn (t : ℝ) : 0 ≤ excitationProb H ψ S t :=
    Finset.sum_nonneg fun j _ => Complex.normSq_nonneg _
  have hfr := (not_eventually.mp hn).mono fun t ht => le_antisymm (not_lt.mp ht) (hnn t)
  -- accumulating zeros would make the amplitude of state `i` vanish at all times
  have hz (t : ℝ) : evolve H ψ t i = 0 := by
    have h := expectation_zero_of_accumulation H
      (Matrix.diagonal fun i => if i ∈ S then 1 else 0) ψ (hfr.mono fun s hs => by
        rw [← excitationProb_eq_expectation, hs, Complex.ofReal_zero]) t
    rw [← excitationProb_eq_expectation] at h
    have h' : excitationProb H ψ S t = 0 := by exact_mod_cast h
    exact Complex.normSq_eq_zero.mp
      ((Finset.sum_eq_zero_iff_of_nonneg fun j _ => Complex.normSq_nonneg _).mp h' i hi)
  -- its initial derivative would then vanish, against `hc`
  have hd := amplitude_deriv_zero H ψ i
  simp only [hz] at hd
  have h0 := hd.unique (hasDerivAt_const (0 : ℝ) (0 : ℂ))
  exact hc ((mul_eq_zero.mp h0).resolve_left (neg_ne_zero.mpr Complex.I_ne_zero))
```

The hypothesis can fail when transfer needs an intermediate state. Suppose, for example, that the donor is excited at first, the acceptor is not, no photons are present, and donor and acceptor interact only through rotating-wave coupling to the field. Then the donor must first emit a photon that the acceptor absorbs, and (Hψ)_i = 0 for every i in S. The exclusion of an exact arrival time still applies there.

## The resonant dimer

Take two basis states, 0 with the donor excited and 1 with the acceptor excited. Put their common energy at zero and let V be a real, nonzero coupling:

H = [[0, V], [V, 0]], ψ = (1, 0), S = {1}.

At t = 0 the evolution matrix is the identity, so P(0) = |ψ_1|² = 0. Moreover (Hψ)_1 = V ≠ 0, and the preceding theorem at t₀ = 0 makes P positive at all sufficiently small nonzero times. The coupling here is instantaneous, with no field modes and no distance in the model.

Since H² = V²·1, summing the exponential series gives ψ(t) = (cos Vt, −i sin Vt) and P(t) = sin²(Vt). This closed form, which the Lean proof does not use, is a convenient reference for a propagation code: the computed population should start as V²t² and return to zero at multiples of π/|V|.

```lean
/-- In a resonant donor-acceptor pair with coupling `V ≠ 0` and the donor excited at first,
the acceptor excitation probability is zero at `t = 0` and positive at all sufficiently small
nonzero times. -/
theorem dimer_excited_at_once {V : ℝ} (hV : V ≠ 0) :
    excitationProb !![0, (V : ℂ); (V : ℂ), 0] ![1, 0] {1} 0 = 0 ∧
      ∀ᶠ t in 𝓝[≠] (0 : ℝ),
        0 < excitationProb !![0, (V : ℂ); (V : ℂ), 0] ![1, 0] {1} t := by
  constructor
  · simp [excitationProb, evolve, NormedSpace.exp_zero]
  · refine excited_near_every_time _ _ _ (Finset.mem_singleton_self 1) ?_ 0
    simpa [Matrix.mulVec, dotProduct, Fin.sum_univ_succ] using hV

end

end NoExactArrivalTime
```

```lean
#print axioms NoExactArrivalTime.norm_conserved
-- 'NoExactArrivalTime.norm_conserved' depends on axioms: [propext, Classical.choice, Quot.sound]
#print axioms NoExactArrivalTime.no_exact_arrival_time
-- 'NoExactArrivalTime.no_exact_arrival_time' depends on axioms: [propext, Classical.choice, Quot.sound]
#print axioms NoExactArrivalTime.excited_near_every_time
-- 'NoExactArrivalTime.excited_near_every_time' depends on axioms: [propext, Classical.choice, Quot.sound]
#print axioms NoExactArrivalTime.dimer_excited_at_once
-- 'NoExactArrivalTime.dimer_excited_at_once' depends on axioms: [propext, Classical.choice, Quot.sound]
```
